# On an open infinite-U chain with nearest-neighbour hopping, N two-colour particles repeat each colourless level 2^N times

Q: You describe a state of the chain as a list of sites, each either empty or holding one coloured particle, and you write the hopping as a matrix between such lists. The fermion operators are gone. Is this still the Hubbard model?

A: It is the Hubbard model with the on-site repulsion U taken to infinity at fixed hopping amplitude t, for no more particles than sites. Doubly occupied sites then cost infinite energy and are removed, and what remains is hopping into empty sites. The colours are the two spin projections, though the argument works for any number q of them.

The fermions enter through the sign of the matrix elements. Build each basis state by applying creation operators to the vacuum in site order. A hop of a particle with colour s from site i to the empty site i+1 replaces c†(i,s) by c†(i+1,s) at the same place in the product. No other particle sits between the two sites, so the product is still in site order and no sign appears. Every allowed hop has amplitude −t. The Lean code takes this matrix as its definition of the model; the operator argument is the reason for choosing it.

Q: Then give me the physics argument before any code.

A: Let L be the number of sites and N the number of particles. From a configuration c, read off two things: the occupation pattern o, which says which sites are filled, and the colour word w, which lists the colours from left to right. For example, (↑, 0, ↓) has pattern (●, 0, ●) and word ↑↓. Filling the occupied sites of o with the letters of w in order recovers c, and any word of length N fits any pattern with N particles. So configurations are the same as pairs (o, w).

A hop to the right has the form

(a, s, 0, b) → (a, 0, s, b)

where a and b are the untouched parts of the chain. Both sides have the word w(a) s w(b), so the word is conserved. A hop to the left is the same move reversed.

Conversely, suppose c and c′ have the same word and their patterns o and o′ differ by one hop. Make that hop in c. The result has pattern o′ and the unchanged word, so it is c′. Writing H for the coloured matrix and H₀ for the colourless one, we get

H[(o,w), (o′,w′)] = δ(w,w′) H₀[o,o′].

There are q^N words, hence q^N identical blocks, and

det(x − H) = det(x − H₀)^(q^N).

For q = 2 each root has its multiplicity multiplied by 2^N. With L = 3 and N = 2, the colourless matrix has levels 0 and ±√2 t, and the two-colour matrix has each of them four times, twelve states in all.

Q: Now the code. How do words and patterns appear?

A: The colours form an arbitrary type `α`. A site is an element of `Option α`: `none` is a hole and `some s` is a particle of colour s. No value of this type stands for two particles, so double occupancy is excluded from the start.

```lean
import Mathlib

open Matrix Polynomial

namespace InfiniteUHubbardChain

variable {α : Type*}
```

The word is computed by walking along the list and skipping holes.

```lean
/-- The colour word: the colours of the particles read from left to right, holes skipped. -/
def word : List (Option α) → List α
  | [] => []
  | none :: l => word l
  | some s :: l => s :: word l
```

The pattern is the same list with every colour replaced by the single element of `Unit`. Colourless particles are therefore the same model with one colour, and need no separate definition.

```lean
/-- The occupation pattern: every particle keeps its site and loses its colour. -/
def strip (l : List (Option α)) : List (Option Unit) :=
  l.map (Option.map fun _ => ())
```

Q: And the hops? I want to see that the ends of the chain are not joined.

A: `HopRight` is the displayed move: some segment `a`, a particle, a hole, some segment `b`, with particle and hole exchanged. The two sites must be adjacent in the list, so the last site never connects to the first unless they are already neighbours. `Hop` allows either direction.

```lean
/-- One particle moves one site to the right, into a hole. -/
def HopRight (l l' : List (Option α)) : Prop :=
  ∃ a s b, l = a ++ some s :: none :: b ∧ l' = a ++ none :: some s :: b

/-- Two configurations differ by one nearest-neighbour hop, to the right or to the left. -/
def Hop (l l' : List (Option α)) : Prop := HopRight l l' ∨ HopRight l' l
```

Q: Where do L and N enter?

A: In the type of basis states. `Config α L N` contains the lists of length L whose word has length N. It contains every colour composition, so for two colours all values of N↑ − N↓ sit in one matrix. The instance after it records that the basis is finite when the set of colours is.

```lean
/-- Configurations of `N` particles with colours in `α` on an open chain of `L` sites,
without double occupancy. -/
abbrev Config (α : Type*) (L N : ℕ) :=
  {l : List (Option α) // l.length = L ∧ (word l).length = N}

/-- If there are finitely many colours, there are finitely many configurations. -/
noncomputable instance configFintype [Fintype α] (L N : ℕ) : Fintype (Config α L N) :=
  @Fintype.ofInjective _ (List.Vector (Option α) L) _ (fun c => ⟨c.1, c.2.1⟩) <| by
    intro c c' h
    have h1 := congrArg (fun v : List.Vector (Option α) L => v.1) h
    exact Subtype.ext h1
```

The matrix has −t between configurations one hop apart and 0 elsewhere. The diagonal vanishes, because a hop always changes the configuration. There is no site energy, no magnetic field and no longer-range hopping.

```lean
open Classical in
/-- The infinite-U hopping matrix: amplitude `-t` between configurations one hop apart. -/
noncomputable def hopping (α : Type*) (L N : ℕ) (t : ℝ) :
    Matrix (Config α L N) (Config α L N) ℝ :=
  Matrix.of fun c c' => if Hop c.1 c'.1 then -t else 0
```

Q: Your derivation relied on a configuration being fixed by its pattern and word. Is that proved or built in?

A: It is proved. Two preparatory lemmas say that the word of two joined segments is the concatenation of their words, and that removing colours keeps the particle number.

```lean
/-- The word of two chain segments joined together is the concatenation of their words. -/
theorem word_append (a b : List (Option α)) : word (a ++ b) = word a ++ word b := by
  induction a with
  | nil => rfl
  | cons x a ih => cases x <;> simp [word, ih]

/-- Removing the colours does not change the number of particles. -/
theorem length_word_strip (l : List (Option α)) :
    (word (strip l)).length = (word l).length := by
  induction l with
  | nil => rfl
  | cons x l ih => cases x <;> simpa [strip, word] using ih
```

Uniqueness follows by induction along the chain. At each site the equal patterns force both configurations to have a hole or both to have a particle; in the second case the equal words force the same colour, and the rest of the chain is handled by the induction hypothesis.

```lean
/-- A configuration is determined by its occupation pattern and its colour word. -/
theorem eq_of_strip_word (l : List (Option α)) :
    ∀ l', strip l = strip l' → word l = word l' → l = l' := by
  induction l with
  | nil =>
    intro l' h _
    cases l' with
    | nil => rfl
    | cons y l' => simp [strip] at h
  | cons x l ih =>
    intro l' h hw
    cases l' with
    | nil => simp [strip] at h
    | cons y l' =>
      have h' : Option.map (fun _ => ()) x = Option.map (fun _ => ()) y ∧
          strip l = strip l' := by
        simpa only [strip, List.map_cons, List.cons.injEq] using h
      obtain ⟨hx, hl⟩ := h'
      cases x with
      | none =>
        cases y with
        | none => rw [ih l' hl (by simpa [word] using hw)]
        | some s => simp at hx
      | some r =>
        cases y with
        | none => simp at hx
        | some s =>
          have hw' : r = s ∧ word l = word l' := by simpa [word] using hw
          rw [hw'.1, ih l' hl hw'.2]
```

Existence is the filling procedure: walk along the pattern and use up one letter of the word at each occupied site.

```lean
/-- Every occupation pattern can be coloured with any word of matching length. -/
theorem exists_colouring (o : List (Option Unit)) :
    ∀ w : List α, (word o).length = w.length → ∃ l, strip l = o ∧ word l = w := by
  induction o with
  | nil =>
    intro w h
    cases w with
    | nil => exact ⟨[], rfl, rfl⟩
    | cons s w => simp [word] at h
  | cons x o ih =>
    intro w h
    cases x with
    | none =>
      obtain ⟨l, h1, h2⟩ := ih w (by simpa [word] using h)
      exact ⟨none :: l, congrArg (none :: ·) h1, by simpa [word] using h2⟩
    | some u =>
      cases w with
      | nil => simp [word] at h
      | cons s w =>
        obtain ⟨l, h1, h2⟩ := ih w (by simpa [word] using h)
        exact ⟨some s :: l, congrArg (some () :: ·) h1, by simp [word, h2]⟩
```

Q: And conservation of the word?

A: Substitute the explicit form of the hop and apply the concatenation lemma. Both sides become w(a) s w(b).

```lean
/-- Nearest-neighbour hopping on the open chain preserves the colour word. -/
theorem hop_preserves_word {l l' : List (Option α)} (h : Hop l l') : word l = word l' := by
  rcases h with ⟨a, s, b, rfl, rfl⟩ | ⟨a, s, b, rfl, rfl⟩ <;> simp [word_append, word]
```

Q: Conservation alone only gives blocks. Why should the blocks be equal?

A: Because of the converse, which is the second half of the next lemma. It says that a coloured hop is exactly a colourless hop between configurations with equal words. The forward direction strips the colours from the hop. For the backward direction, the colourless hop splits the pattern of `l` into a left segment, a particle, a hole and a right segment. The proof pulls this splitting back to the coloured list, which identifies the particle that moves. After the move, the list has the pattern and the word of `l'`, and `eq_of_strip_word` makes the two equal.

```lean
/-- A coloured hop to the right is the same as a colourless hop to the right
between configurations with equal colour words. -/
theorem hopRight_iff (l l' : List (Option α)) :
    HopRight l l' ↔ word l = word l' ∧ HopRight (strip l) (strip l') := by
  constructor
  · intro h
    refine ⟨hop_preserves_word (Or.inl h), ?_⟩
    obtain ⟨a, s, b, rfl, rfl⟩ := h
    exact ⟨strip a, (), strip b, by simp [strip], by simp [strip]⟩
  · rintro ⟨hw, a, u, b, h1, h2⟩
    -- locate the moving particle and the hole in the coloured configuration
    unfold strip at h1
    obtain ⟨a', r, rfl, ha, hr⟩ := List.map_eq_append_iff.mp h1
    obtain ⟨x, r1, rfl, hx, hr1⟩ := List.map_eq_cons_iff.mp hr
    obtain ⟨y, b', rfl, hy, hb⟩ := List.map_eq_cons_iff.mp hr1
    cases x with
    | none => simp at hx
    | some s =>
      cases y with
      | some s' => simp at hy
      | none =>
        -- the hopped configuration has the pattern and the word of l'
        refine ⟨a', s, b', rfl, eq_of_strip_word _ _ ?_ ?_⟩
        · rw [h2, ← ha, ← hb]
          simp [strip]
        · rw [← hw]
          simp [word_append, word]
```

Q: So the relabelling of the basis is the map c ↦ (o, w)?

A: Yes. `spinCharge` is that map, shown to be injective by uniqueness and surjective by existence. Words of length N are elements of `List.Vector α N`.

```lean
/-- The relabelling of the basis: a configuration is a pair of a colourless configuration
and a colour word of length `N`. -/
noncomputable def spinCharge (α : Type*) (L N : ℕ) :
    Config α L N ≃ Config Unit L N × List.Vector α N :=
  Equiv.ofBijective
    (fun c => (⟨strip c.1, (List.length_map _).trans c.2.1,
      (length_word_strip c.1).trans c.2.2⟩, ⟨word c.1, c.2.2⟩)) <| by
    constructor
    · intro c c' h
      have h1 := congrArg (fun p => p.1.1) h
      have h2 := congrArg (fun p => p.2.1) h
      exact Subtype.ext (eq_of_strip_word _ _ h1 h2)
    · rintro ⟨⟨o, ho, hN⟩, ⟨w, hw⟩⟩
      obtain ⟨l, h1, h2⟩ := exists_colouring o w (hN.trans hw.symm)
      refine ⟨⟨l, ?_, ?_⟩, ?_⟩
      · rw [← ho, ← h1, strip, List.length_map]
      · rw [h2]
        exact hw
      · exact Prod.ext (Subtype.ext h1) (Subtype.ext h2)
```

Reindexing along this bijection changes the names and order of the basis states and nothing else, so it is a permutation similarity. The theorem states that the reindexed matrix is `Matrix.blockDiagonal` with the same matrix `hopping Unit L N t` for every word. The proof compares entries. If the words agree, the coloured and colourless hop conditions are equivalent; if they differ, both entries are zero. This is the displayed formula with δ(w,w′).

```lean
/-- After relabelling the basis, the hopping matrix is block diagonal, with one copy of the
colourless hopping matrix for each colour word. -/
theorem hopping_blockDiagonal [DecidableEq α] (L N : ℕ) (t : ℝ) :
    Matrix.reindex (spinCharge α L N) (spinCharge α L N) (hopping α L N t) =
      Matrix.blockDiagonal (fun _ : List.Vector α N => hopping Unit L N t) := by
  refine Matrix.ext fun p q => ?_
  obtain ⟨c, rfl⟩ := (spinCharge α L N).surjective p
  obtain ⟨c', rfl⟩ := (spinCharge α L N).surjective q
  have hw : (spinCharge α L N c).2 = (spinCharge α L N c').2 ↔ word c.1 = word c'.1 :=
    ⟨fun h => congrArg Subtype.val h, fun h => Subtype.ext h⟩
  simp only [Matrix.reindex_apply, Matrix.submatrix_apply, Equiv.symm_apply_apply,
    Matrix.blockDiagonal_apply, hopping, Matrix.of_apply]
  by_cases h : word c.1 = word c'.1
  · -- equal words: coloured and colourless hops coincide
    have key : Hop c.1 c'.1 ↔
        Hop (spinCharge α L N c).1.1 (spinCharge α L N c').1.1 :=
      or_congr ((hopRight_iff _ _).trans (and_iff_right h))
        ((hopRight_iff _ _).trans (and_iff_right h.symm))
    rw [if_pos (hw.2 h)]
    by_cases g : Hop c.1 c'.1
    · rw [if_pos g, if_pos (key.1 g)]
    · rw [if_neg g, if_neg (mt key.2 g)]
  · -- different words: no hop connects them
    rw [if_neg (mt hw.1 h), if_neg (fun g => h (hop_preserves_word g))]
```

Q: I measure levels, not block forms.

A: The characteristic polynomial takes us there. It is unchanged by the reindexing. The matrix x − H of a block-diagonal H is again block diagonal, which is the auxiliary statement `hc`, and its determinant is the product over blocks. All factors are equal, and the number of words is q^N.

```lean
/-- The characteristic polynomial of the hopping matrix for `q` colours is the colourless
one raised to the power `q ^ N`. -/
theorem hopping_charpoly [Fintype α] [DecidableEq α] (L N : ℕ) (t : ℝ) :
    (hopping α L N t).charpoly =
      (hopping Unit L N t).charpoly ^ (Fintype.card α ^ N) := by
  have hc : Matrix.charmatrix
      (Matrix.blockDiagonal (fun _ : List.Vector α N => hopping Unit L N t)) =
      Matrix.blockDiagonal
        (fun _ : List.Vector α N => Matrix.charmatrix (hopping Unit L N t)) := by
    refine Matrix.ext fun p q => ?_
    obtain ⟨i, k⟩ := p
    obtain ⟨j, m⟩ := q
    by_cases hk : k = m <;> by_cases hi : i = j <;>
      simp [Matrix.blockDiagonal_apply, hk, hi]
  refine (Matrix.charpoly_reindex (spinCharge α L N) (hopping α L N t)).symm.trans ?_
  rw [hopping_blockDiagonal]
  unfold Matrix.charpoly
  rw [hc, Matrix.det_blockDiagonal, Finset.prod_const, Finset.card_univ, card_vector]
```

For two colours the type is `Bool`. The roots of a polynomial form a multiset, a list without order in which repetitions count, and the theorem says that this multiset is 2^N copies of the colourless one.

```lean
/-- For two colours, the levels counted with multiplicity are those of colourless hard-core
particles, each repeated `2 ^ N` times. -/
theorem spin_degeneracy (L N : ℕ) (t : ℝ) :
    (hopping Bool L N t).charpoly.roots =
      2 ^ N • (hopping Unit L N t).charpoly.roots := by
  rw [hopping_charpoly, Polynomial.roots_pow, Fintype.card_bool]
```

Q: These are real roots. Could complex ones be missing?

A: No. `Hop` is symmetric in its two arguments, so the matrix is real and symmetric and all its eigenvalues are real.

Q: Does "repeated 2^N times" mean that each level has degeneracy exactly 2^N?

A: It means 2^N times the multiplicity in the colourless problem, whatever that is. At t = 0, for instance, all levels coincide. The extreme fillings fit as well. For N = 0 there is one empty word and one copy. For N = L nothing can move, and the single colourless level 0 appears 2^N times. For N > L there are no configurations and both multisets are empty.

Q: What can I do with this in a real calculation?

A: In an exact diagonalisation of the open chain at infinite U with nearest-neighbour hopping only, the energy levels follow from diagonalising the colourless matrix, whose dimension is smaller by a factor 2^N. The result also gives a test for a general Hubbard code with N ≤ L: as the repulsion U grows at fixed t, the levels that do not grow with U must approach the ones found here, provided they are collected over all values of N↑ − N↓. It does not describe finite U, where spin exchange can split these levels.

Q: Would a ring do just as well?

A: The argument fails there. Take a particle on the first site and a hole on the last, with any segment `m` between them, and let the particle hop across the closing bond. Its colour leaves the front of the word and arrives at the end:

s w(m) → w(m) s.

Unless the rotation happens to leave the word unchanged, this hop connects different words, and the blocks above are coupled. The last theorem states the two words before and after such a move; it makes no claim about the spectrum of a ring. For fermions the closing bond also carries a factor (−1)^(N−1), since the particle's operator has to pass the N − 1 others to restore site order; this is a minus sign when N is even.

```lean
/-- A hop from the first site to an empty last site, as on a closed ring, moves the first
colour of the word to its end. -/
theorem ring_hop_rotates_word (s : α) (m : List (Option α)) :
    word (some s :: (m ++ [none])) = s :: word m ∧
      word (none :: (m ++ [some s])) = word m ++ [s] := by
  constructor <;> simp [word_append, word]

end InfiniteUHubbardChain
```

```lean
#print axioms InfiniteUHubbardChain.spin_degeneracy
#print axioms InfiniteUHubbardChain.ring_hop_rotates_word
```

```
'InfiniteUHubbardChain.spin_degeneracy' depends on axioms: [propext, Classical.choice, Quot.sound]
'InfiniteUHubbardChain.ring_hop_rotates_word' depends on axioms: [propext]
```
